# Newtonian particles with symmetric pair potentials exchange site energy through antisymmetric currents

Heat one end of a row of atoms, and the energy spreads to the other end. In a simulation with pair forces the total energy is easy to write down, but to follow the spreading one must say how much energy sits on each atom and how much passes from one atom to another. The kinetic energy belongs to a definite atom, whereas the energy of a pair belongs to two. The convention used here gives half of it to each partner. What, then, is the energy current between two atoms?

## The current from the equations of motion

Let finitely many particles have masses $m_i>0$, positions $x_i$ and velocities $v_i=\dot x_i$. Write $r_{ij}=\|x_i-x_j\|$, and let $\varphi_{ij}(r)$ be the pair potentials, differentiable for $r>0$. The force on $i$ due to $j$ is

$$f_{ij}=-\frac{\varphi_{ij}'(r_{ij})}{r_{ij}}\,(x_i-x_j),\qquad m_i\dot v_i=\sum_{j\neq i}f_{ij}.$$

The site energy of particle $i$ is

$$e_i=\tfrac12 m_i\|v_i\|^2+\tfrac12\sum_{j\ne i}\varphi_{ij}(r_{ij}).$$

The claim is that, while the particles are at distinct places,

$$\dot e_i=\sum_{j\neq i}J_{ij},\qquad J_{ij}=\tfrac12\langle f_{ij},v_i+v_j\rangle,$$

and that $J_{ji}=-J_{ij}$ if $\varphi_{ij}=\varphi_{ji}$.

Start with the distance. Since $r_{ij}\neq0$, it is a differentiable function of time, being the square root of $r_{ij}^2$. Differentiating $r_{ij}^2=\langle x_i-x_j,x_i-x_j\rangle$ gives $\dot r_{ij}=\langle x_i-x_j,v_i-v_j\rangle/r_{ij}$. By the chain rule,

$$\frac{d}{dt}\varphi_{ij}(r_{ij})=\varphi_{ij}'(r_{ij})\,\dot r_{ij}=-\langle f_{ij},v_i-v_j\rangle.$$

The kinetic energy changes at the rate $m_i\langle v_i,\dot v_i\rangle=\sum_{j\ne i}\langle f_{ij},v_i\rangle$. Adding half of each pair contribution gives, for each $j$,

$$\langle f_{ij},v_i\rangle-\tfrac12\langle f_{ij},v_i-v_j\rangle=\tfrac12\langle f_{ij},v_i+v_j\rangle=J_{ij}.$$

For symmetric potentials, exchanging $i$ and $j$ reverses $x_i-x_j$ and leaves the prefactor alone, so $f_{ji}=-f_{ij}$. The sum $v_i+v_j$ is unchanged, and therefore $J_{ji}=-J_{ij}$: what $i$ gains from $j$, $j$ loses to $i$. This $J_{ij}$ is the term that the pair $i,j$ itself contributes. The balance alone does not single it out: with three or more particles, a current circulating around a triangle could be added without changing any $\dot e_i$.

Two consequences follow. Sum $\dot e_i$ over a group $A$. The internal part $S=\sum_{i,j\in A,\,i\ne j}J_{ij}$ equals $-S$ after its indices are renamed, so it vanishes, and only currents from outside $A$ remain. Next, differentiate the energy moment $\sum_i e_ix_i$. This gives $\sum_i e_iv_i+\sum_{i\ne j}J_{ij}x_i$. Renaming the indices shows that $\sum_{i\neq j}J_{ij}x_i=-\sum_{i\neq j}J_{ij}x_j$, and the average of the two expressions yields

$$\frac{d}{dt}\sum_i e_ix_i=\sum_i e_iv_i+\tfrac12\sum_{i\ne j}J_{ij}(x_i-x_j).$$

The same cancellation also works for momentum: $\frac{d}{dt}\sum_{i\in A}m_iv_i=\sum_{i\in A}\sum_{j\notin A}f_{ij}$, a neighbouring balance that follows by hand from $f_{ji}=-f_{ij}$ and is not among the Lean theorems below.

## Forces and currents in Lean

Particles are labelled by a type `ι`, and positions and velocities live in a real inner product space `E` of any dimension.

```lean
import Mathlib

open Finset

namespace LocalEnergyConservation

noncomputable section

variable {ι E : Type*} [NormedAddCommGroup E] [InnerProductSpace ℝ E]
```

The argument `q` is one configuration, a position for every particle. The definition of `pairForce` is the formula for $f_{ij}$, with `deriv` for $\varphi_{ij}'$.

```lean
/-- The central force on particle `i` due to particle `j`, for pair potentials `φ i j` of the
distance and positions `q`. -/
def pairForce (φ : ι → ι → ℝ → ℝ) (q : ι → E) (i j : ι) : E :=
  (-(deriv (φ i j) ‖q i - q j‖ / ‖q i - q j‖)) • (q i - q j)
```

The current takes a second argument `w`, the velocities. Its sign convention is that `energyCurrent φ q w i j` flows into `i` from `j`.

```lean
/-- The energy current into site `i` from site `j`: half the power of the pair force on the
sum of the two velocities `w`. -/
def energyCurrent (φ : ι → ι → ℝ → ℝ) (q w : ι → E) (i j : ι) : ℝ :=
  inner ℝ (pairForce φ q i j) (w i + w j) / 2
```

Antisymmetry is a statement about a single instant, so it needs no equation of motion. Distinct positions are not assumed either, because `pairForce` is zero when the two positions coincide. The hypothesis `hs` says that the two particles of a pair share one potential, which is what makes action equal reaction.

```lean
/-- Action equals reaction: for symmetric pair potentials the pair forces are antisymmetric. -/
theorem pairForce_antisymm {φ : ι → ι → ℝ → ℝ} (hs : ∀ i j, φ i j = φ j i)
    (q : ι → E) (i j : ι) : pairForce φ q j i = -pairForce φ q i j := by
  unfold pairForce
  rw [hs j i, norm_sub_rev (q j) (q i), ← smul_neg, neg_sub]
```

The current inherits the sign change through the first slot of the inner product, while `add_comm` restores the order of the velocities.

```lean
/-- For symmetric pair potentials the energy current into `j` from `i` is minus the energy
current into `i` from `j`. -/
theorem energyCurrent_antisymm {φ : ι → ι → ℝ → ℝ} (hs : ∀ i j, φ i j = φ j i)
    (q w : ι → E) (i j : ι) : energyCurrent φ q w j i = -energyCurrent φ q w i j := by
  unfold energyCurrent
  rw [pairForce_antisymm hs q i j, inner_neg_left, add_comm (w j) (w i)]
  ring
```

## The rate of change of a pair energy

Trajectories are functions `x` and `v` of a particle and a time, and `fun k => x k t` is the configuration at time `t`. `HasDerivAt f a t` says that `f` is differentiable at `t` with derivative `a`. Besides distinct positions, the theorem assumes that the potential is differentiable at the current distance. The proof follows the calculation above: `h2` differentiates the distance as the square root of its square, and `hφ'.comp t h2` is the chain rule.

```lean
/-- The potential energy of two particles at distinct places changes at minus the power of the pair
force on their relative velocity. -/
theorem hasDerivAt_pairEnergy {φ : ι → ι → ℝ → ℝ} {x v : ι → ℝ → E} {t : ℝ} {i j : ι}
    (hφ : DifferentiableAt ℝ (φ i j) ‖x i t - x j t‖) (hne : x i t ≠ x j t)
    (hi : HasDerivAt (x i) (v i t) t) (hj : HasDerivAt (x j) (v j t) t) :
    HasDerivAt (fun s => φ i j ‖x i s - x j s‖)
      (-inner ℝ (pairForce φ (fun k => x k t) i j) (v i t - v j t)) t := by
  have hr : ‖x i t - x j t‖ ≠ 0 := norm_ne_zero_iff.mpr (sub_ne_zero.mpr hne)
  have e : ∀ y : E, √(‖y‖ ^ 2) = ‖y‖ := fun y => Real.sqrt_sq (norm_nonneg y)
  -- the distance is the square root of the squared distance
  have h2 : HasDerivAt (fun s => √(‖x i s - x j s‖ ^ 2))
      (2 * inner ℝ (x i t - x j t) (v i t - v j t) / (2 * √(‖x i t - x j t‖ ^ 2))) t :=
    (hi.fun_sub hj).norm_sq.sqrt (pow_ne_zero 2 hr)
  simp only [e] at h2
  have hφ' : HasDerivAt (φ i j) (deriv (φ i j) ‖x i t - x j t‖)
      ((fun s => ‖x i s - x j s‖) t) := hφ.hasDerivAt
  refine (hφ'.comp t h2).congr_deriv ?_
  rw [mul_div_mul_left _ _ (two_ne_zero : (2 : ℝ) ≠ 0)]
  simp only [pairForce, real_inner_smul_left]
  ring
```

## Site energy and Newton's equation

From here on the set of particles is finite. The set `univ.erase i` contains all particles except `i`.

```lean
variable [Fintype ι] [DecidableEq ι]

/-- The site energy of particle `i`: its kinetic energy plus half of its pair energies. -/
def siteEnergy (m : ι → ℝ) (φ : ι → ι → ℝ → ℝ) (q w : ι → E) (i : ι) : ℝ :=
  m i * ‖w i‖ ^ 2 / 2 + (∑ j ∈ univ.erase i, φ i j ‖q i - q j‖) / 2
```

The structure `NewtonAt` collects what is required at one instant: distinct positions, $\dot x_i=v_i$, and $\dot v_i=m_i^{-1}\sum_{j\ne i}f_{ij}$. A solution over an interval satisfies it at each interior time at which no two particles coincide. That such solutions exist is not part of the theorems.

```lean
/-- At time `t` the particles are at distinct places, `v` is the velocity of `x`, and the
acceleration of each particle is the total pair force on it divided by its mass. -/
structure NewtonAt (m : ι → ℝ) (φ : ι → ι → ℝ → ℝ) (x v : ι → ℝ → E) (t : ℝ) : Prop where
  distinct : ∀ i j, i ≠ j → x i t ≠ x j t
  velocity : ∀ i, HasDerivAt (x i) (v i t) t
  newton : ∀ i, HasDerivAt (v i)
    ((m i)⁻¹ • ∑ j ∈ univ.erase i, pairForce φ (fun k => x k t) i j) t
```

## The balance for one site

The theorem assumes positive masses, potentials differentiable at every positive distance, and `NewtonAt`. Symmetry of the potentials is not needed yet. A potential cut off with a kink or a jump fails the differentiability hypothesis. External fields, many-body potentials, thermostats and constraint forces are absent from the model.

In the proof, `hp` sums the pair rates and `e1` turns the kinetic term into the power of the forces, cancelling the mass. The last lines combine the two sums term by term into $J_{ij}$.

```lean
/-- Site energy balance: along Newtonian motion the energy of each site changes at a rate equal to
the sum of the energy currents into it from the other sites. -/
theorem siteEnergy_balance {m : ι → ℝ} {φ : ι → ι → ℝ → ℝ} {x v : ι → ℝ → E} {t : ℝ}
    (hm : ∀ i, 0 < m i) (hφ : ∀ i j r, 0 < r → DifferentiableAt ℝ (φ i j) r)
    (h : NewtonAt m φ x v t) (i : ι) :
    HasDerivAt (fun s => siteEnergy m φ (fun k => x k s) (fun k => v k s) i)
      (∑ j ∈ univ.erase i, energyCurrent φ (fun k => x k t) (fun k => v k t) i j) t := by
  have hp : HasDerivAt (fun s => ∑ j ∈ univ.erase i, φ i j ‖x i s - x j s‖)
      (∑ j ∈ univ.erase i,
        -inner ℝ (pairForce φ (fun k => x k t) i j) (v i t - v j t)) t := by
    refine HasDerivAt.fun_sum fun j hj => ?_
    have hne := h.distinct i j (Finset.ne_of_mem_erase hj).symm
    exact hasDerivAt_pairEnergy (hφ i j _ (norm_pos_iff.mpr (sub_ne_zero.mpr hne))) hne
      (h.velocity i) (h.velocity j)
  -- the kinetic energy changes by the power of the total force
  have e1 : m i * (2 * inner ℝ (v i t)
      ((m i)⁻¹ • ∑ j ∈ univ.erase i, pairForce φ (fun k => x k t) i j)) / 2
      = ∑ j ∈ univ.erase i, inner ℝ (pairForce φ (fun k => x k t) i j) (v i t) := by
    have hc : ∑ j ∈ univ.erase i, inner ℝ (pairForce φ (fun k => x k t) i j) (v i t)
        = ∑ j ∈ univ.erase i, inner ℝ (v i t) (pairForce φ (fun k => x k t) i j) :=
      Finset.sum_congr rfl fun j _ => real_inner_comm _ _
    have hmi := (hm i).ne'
    rw [hc, real_inner_smul_right, inner_sum]
    field_simp
  simp only [siteEnergy]
  refine ((((h.newton i).norm_sq.const_mul (m i)).div_const 2).fun_add
    (hp.div_const 2)).congr_deriv ?_
  rw [e1, Finset.sum_div, ← Finset.sum_add_distrib]
  refine Finset.sum_congr rfl fun j _ => ?_
  simp only [energyCurrent, inner_add_right, inner_sub_right]
  ring
```

## Groups of particles and the energy moment

Both theorems of this section keep the hypotheses of the site balance (positive masses, differentiable potentials, `NewtonAt`) and add the symmetry `hs`. For a group `A`, with complement `Aᶜ`, only the currents between members of `A` and particles outside it survive. The proof replaces the currents by an arbitrary antisymmetric array `J`. Since $J_{ii}=0$, the excluded diagonal term can be restored, and `e1` then splits the sum into inside and outside. The step `h0` is $S=-S$. If `A` contains all particles, the inner sums on the right-hand side are empty and the total energy has zero derivative.

```lean
/-- For symmetric pair potentials the energy of any group `A` changes at a rate equal to the sum of
the currents into members of `A` from particles outside `A`. -/
theorem regionEnergy_balance {m : ι → ℝ} {φ : ι → ι → ℝ → ℝ} {x v : ι → ℝ → E} {t : ℝ}
    (hm : ∀ i, 0 < m i) (hφ : ∀ i j r, 0 < r → DifferentiableAt ℝ (φ i j) r)
    (hs : ∀ i j, φ i j = φ j i) (h : NewtonAt m φ x v t) (A : Finset ι) :
    HasDerivAt (fun s => ∑ i ∈ A, siteEnergy m φ (fun k => x k s) (fun k => v k s) i)
      (∑ i ∈ A, ∑ j ∈ Aᶜ, energyCurrent φ (fun k => x k t) (fun k => v k t) i j) t := by
  refine (HasDerivAt.fun_sum fun i _ => siteEnergy_balance hm hφ h i).congr_deriv ?_
  have hJ := energyCurrent_antisymm hs (fun k => x k t) (fun k => v k t)
  generalize energyCurrent φ (fun k => x k t) (fun k => v k t) = J at hJ ⊢
  have e1 : ∀ i, ∑ j ∈ univ.erase i, J i j = ∑ j ∈ A, J i j + ∑ j ∈ Aᶜ, J i j := fun i => by
    rw [Finset.sum_erase _ (by linarith [hJ i i]), Finset.sum_add_sum_compl]
  -- currents inside the group cancel in pairs
  have h0 : ∑ i ∈ A, ∑ j ∈ A, J i j = -∑ i ∈ A, ∑ j ∈ A, J i j := by
    calc ∑ i ∈ A, ∑ j ∈ A, J i j = ∑ i ∈ A, ∑ j ∈ A, J j i := Finset.sum_comm
      _ = -∑ i ∈ A, ∑ j ∈ A, J i j := by
        simp only [← Finset.sum_neg_distrib]
        exact Finset.sum_congr rfl fun i _ => Finset.sum_congr rfl fun j _ => hJ i j
  rw [Finset.sum_congr rfl fun i _ => e1 i, Finset.sum_add_distrib]
  linarith
```

The energy moment is a vector, so its terms are scalar multiples, written `•`. The product rule gives the convective part and a sum of $J_{ij}x_i$. The step `hswap` is the renaming of indices, and `module` completes the vector algebra.

```lean
/-- For symmetric pair potentials the energy moment `∑ e_i x_i` changes at the rate `∑ e_i v_i` plus
half the sum over ordered pairs of the energy current times the separation. -/
theorem energyMoment_hasDerivAt {m : ι → ℝ} {φ : ι → ι → ℝ → ℝ} {x v : ι → ℝ → E} {t : ℝ}
    (hm : ∀ i, 0 < m i) (hφ : ∀ i j r, 0 < r → DifferentiableAt ℝ (φ i j) r)
    (hs : ∀ i j, φ i j = φ j i) (h : NewtonAt m φ x v t) :
    HasDerivAt (fun s => ∑ i, siteEnergy m φ (fun k => x k s) (fun k => v k s) i • x i s)
      (∑ i, siteEnergy m φ (fun k => x k t) (fun k => v k t) i • v i t
        + (1 / 2 : ℝ) • ∑ i, ∑ j ∈ univ.erase i,
          energyCurrent φ (fun k => x k t) (fun k => v k t) i j • (x i t - x j t)) t := by
  have h1 := fun i => (siteEnergy_balance hm hφ h i).smul (h.velocity i)
  refine (HasDerivAt.fun_sum fun i _ => h1 i).congr_deriv ?_
  rw [Finset.sum_add_distrib]
  congr 1
  have hJ := energyCurrent_antisymm hs (fun k => x k t) (fun k => v k t)
  generalize energyCurrent φ (fun k => x k t) (fun k => v k t) = J at hJ ⊢
  have e1 : ∀ i, ∑ j ∈ univ.erase i, J i j = ∑ j, J i j := fun i =>
    Finset.sum_erase _ (by linarith [hJ i i])
  have e2 : ∀ i, ∑ j ∈ univ.erase i, J i j • (x i t - x j t)
      = ∑ j, J i j • (x i t - x j t) := fun i => Finset.sum_erase _ (by simp)
  -- exchanging the names of the two particles reverses the current
  have hswap : ∑ i, ∑ j, J i j • x j t = -∑ i, ∑ j, J i j • x i t := by
    rw [Finset.sum_comm]
    simp only [← Finset.sum_neg_distrib]
    refine Finset.sum_congr rfl fun a _ => Finset.sum_congr rfl fun b _ => ?_
    rw [hJ a b, neg_smul]
  simp only [e1, e2]
  simp only [smul_sub, Finset.sum_sub_distrib, Finset.sum_smul]
  rw [hswap]
  module
```

For a one-component system with zero total momentum, the right-hand side of this formula, divided by the volume, is an energy flux that can be used in Green–Kubo calculations of thermal conductivity; in a mixture the energy carried by diffusion needs separate treatment. In a periodic cell $x_i-x_j$ must be the separation of the interacting images, and the expression is then in general not the derivative of $\sum_i e_ix_i$. The theorem covers the formula for a finite, classical, pair-interacting system without periodic boundaries. In a code that visits each pair once, the double sum can be accumulated in the force loop, provided that velocities at the same instant as the positions are available: with $f_{ij}$ and $x_i-x_j$ at hand, one adds $\tfrac12\langle f_{ij},v_i+v_j\rangle(x_i-x_j)$. The factor $\tfrac12$ in front of the double sum has been used up by counting each pair once, and the remaining one belongs to $J_{ij}$. The balance holds for the exact motion; a finite time step adds an integration error.

## Two particles that drift and repel

A small example satisfies all the hypotheses with a non-zero current. Two particles of mass 2 on a line have signs $\pm1$,

```lean
/-- The signs `1` and `-1` of two particles on a line. -/
def side : Fin 2 → ℝ := ![1, -1]
```

repel each other through $\varphi(r)=-r^2/2$,

```lean
/-- The repulsive inverted-spring potential `-r²/2`. -/
def invertedSpring (_ _ : Fin 2) (r : ℝ) : ℝ := -r ^ 2 / 2
```

and follow $x=t\pm\cosh t$

```lean
/-- The positions `t ± cosh t` of two particles on a line. -/
def driftX (i : Fin 2) (t : ℝ) : ℝ := t + side i * Real.cosh t
```

with velocities $v=1\pm\sinh t$.

```lean
/-- The velocities `1 ± sinh t` of two particles on a line. -/
def driftV (i : Fin 2) (t : ℝ) : ℝ := 1 + side i * Real.sinh t
```

Here $\varphi'(r)=-r$, so the force on a particle equals its separation vector from the other. For particle 0 this is $2\cosh t$, and division by the mass gives the acceleration $\cosh t$, as required. The velocities add up to 2, and the current into particle 0 is $J_{01}=\tfrac12\cdot2\cosh t\cdot2=2\cosh t$. This is the time derivative of its site energy, $(1+\sinh t)^2-\cosh^2t=2\sinh t$.

The common drift matters: without it the velocities would be opposite and the current would vanish. The potential is chosen for its simple solution and does not model real atoms: its repulsion grows with distance and its energy has no lower bound. In the proof, `hf` evaluates the force and `hF` checks Newton's equation for each particle.

```lean
/-- Two particles of mass 2 with the inverted-spring potential and positions `t ± cosh t` obey
Newton's equation at all times, with energy current `2 cosh t` into particle 0 from particle 1. -/
theorem newtonAt_witness (t : ℝ) :
    (∀ i j r, DifferentiableAt ℝ (invertedSpring i j) r) ∧
    (∀ i j, invertedSpring i j = invertedSpring j i) ∧
    NewtonAt (fun _ => 2) invertedSpring driftX driftV t ∧
    energyCurrent invertedSpring (fun k => driftX k t) (fun k => driftV k t) 0 1
      = 2 * Real.cosh t := by
  have s0 : side 0 = 1 := rfl
  have s1 : side 1 = -1 := rfl
  have hd : ∀ i j r, HasDerivAt (invertedSpring i j) (-r) r := fun i j r =>
    ((hasDerivAt_pow 2 r).fun_neg.div_const 2).congr_deriv (by norm_num; ring)
  have h01 : driftX 0 t ≠ driftX 1 t := by
    intro h
    simp only [driftX, s0, s1] at h
    linarith [Real.cosh_pos t]
  -- the force equals the separation
  have hf : ∀ (q : Fin 2 → ℝ) (i j : Fin 2), q i ≠ q j →
      pairForce invertedSpring q i j = q i - q j := by
    intro q i j h
    unfold pairForce
    rw [(hd i j _).deriv, neg_div, neg_neg,
      div_self (norm_ne_zero_iff.mpr (sub_ne_zero.mpr h)), one_smul]
  have hF : ∀ i : Fin 2, side i * Real.cosh t = (2 : ℝ)⁻¹ •
      ∑ j ∈ univ.erase i, pairForce invertedSpring (fun k => driftX k t) i j := by
    rw [Fin.forall_fin_two]
    constructor
    · rw [show (univ : Finset (Fin 2)).erase 0 = {1} by decide, Finset.sum_singleton,
        hf _ 0 1 h01]
      simp only [driftX, s0, s1, smul_eq_mul]
      ring
    · rw [show (univ : Finset (Fin 2)).erase 1 = {0} by decide, Finset.sum_singleton,
        hf _ 1 0 h01.symm]
      simp only [driftX, s0, s1, smul_eq_mul]
      ring
  refine ⟨fun i j r => (hd i j r).differentiableAt, fun _ _ => rfl, ⟨?_, ?_, ?_⟩, ?_⟩
  · exact Fin.forall_fin_two.mpr
      ⟨Fin.forall_fin_two.mpr ⟨fun h => absurd rfl h, fun _ => h01⟩,
        Fin.forall_fin_two.mpr ⟨fun _ => h01.symm, fun h => absurd rfl h⟩⟩
  · exact fun i => (hasDerivAt_id' t).fun_add ((Real.hasDerivAt_cosh t).const_mul (side i))
  · intro i
    have hv : HasDerivAt (driftV i) (side i * Real.cosh t) t :=
      ((Real.hasDerivAt_sinh t).const_mul (side i)).const_add 1
    exact hv.congr_deriv (hF i)
  · unfold energyCurrent
    rw [hf _ 0 1 h01]
    simp only [driftX, driftV, s0, s1, RCLike.inner_apply, conj_trivial]
    ring

end

end LocalEnergyConservation
```

```lean
#print axioms LocalEnergyConservation.energyCurrent_antisymm
-- 'LocalEnergyConservation.energyCurrent_antisymm' depends on axioms: [propext, Classical.choice, Quot.sound]
#print axioms LocalEnergyConservation.regionEnergy_balance
-- 'LocalEnergyConservation.regionEnergy_balance' depends on axioms: [propext, Classical.choice, Quot.sound]
#print axioms LocalEnergyConservation.energyMoment_hasDerivAt
-- 'LocalEnergyConservation.energyMoment_hasDerivAt' depends on axioms: [propext, Classical.choice, Quot.sound]
```
